# Short- and long-range limits of the erfgau interaction

In atomic units, and for a range-separation parameter $w>0$, the erfgau interaction, a model for the long-range part of the Coulomb repulsion between two electrons at distance $r$, is

$$v(r)=\frac{\operatorname{erf}(wr)}{r}-\frac{2w}{\sqrt\pi}\,e^{-w^2r^2/3}.$$

It satisfies

$$\lim_{r\to0^+}\frac{v(r)}{r^4}=\frac{4w^5}{45\sqrt\pi},\qquad \lim_{r\to\infty} r\,v(r)=1 .$$

## Removing the interaction at small distance

Range-separated methods in electronic structure split the Coulomb repulsion $1/r$ (atomic units) into a long-range part and a remainder, and treat the two differently. With $\operatorname{erf}(wr)/r$ as the long-range part, two electrons at the same point still interact with strength $2w/\sqrt\pi$. The Gaussian in $v$ subtracts this value, and its exponent also removes the $r^2$ term. The limits describe this pair potential; nothing is proved here about the energies or density functionals built on it.

The parameter $w$ is an inverse length, so $x=wr$ is dimensionless. Define the Coulomb fraction

$$F(x)=\operatorname{erf}x-\frac{2}{\sqrt\pi}\,x\,e^{-x^2/3},\qquad \operatorname{erf}x=\frac{2}{\sqrt\pi}\int_0^x e^{-t^2}\,dt .$$

Then $v(r)=F(wr)/r$ for $r>0$, and $F$ is the ratio of $v$ to the full Coulomb repulsion.

## Cancellation up to fourth order

For $u\ge0$,

$$1-u+\tfrac{u^2}{2}-\tfrac{u^3}{6}\;\le\; e^{-u}\;\le\; 1-u+\tfrac{u^2}{2}.$$

For the upper bound, let $g(u)=1-u+u^2/2-e^{-u}$. Then $g(0)=0$ and $g'(u)=-1+u+e^{-u}\ge0$, because $e^s\ge1+s$; hence $g\ge0$. For the lower bound, $e^{-u}-(1-u+u^2/2-u^3/6)$ vanishes at $0$ and has slope $g(u)\ge0$.

Setting $u=t^2$ and integrating from $0$ to $x\ge0$ gives

$$x-\tfrac{x^3}{3}+\tfrac{x^5}{10}-\tfrac{x^7}{42}\le\tfrac{\sqrt\pi}{2}\operatorname{erf}x\le x-\tfrac{x^3}{3}+\tfrac{x^5}{10}.$$

Setting $u=x^2/3$ and multiplying by $x$ gives

$$x-\tfrac{x^3}{3}+\tfrac{x^5}{18}-\tfrac{x^7}{162}\le x\,e^{-x^2/3}\le x-\tfrac{x^3}{3}+\tfrac{x^5}{18}.$$

On subtraction the terms in $x$ and $x^3$ cancel, and $\tfrac1{10}-\tfrac1{18}=\tfrac2{45}$ remains:

$$\tfrac{2}{45}x^5-\tfrac{x^7}{42}\le\tfrac{\sqrt\pi}{2}F(x)\le\tfrac{2}{45}x^5+\tfrac{x^7}{162}.$$

Since $1/162<1/42$, the error is at most $x^7/42$ on either side. Multiplying by $2/\sqrt\pi$, putting $x=wr$ and dividing by $r$ yields, for every $r>0$,

$$\left|v(r)-\frac{4w^5}{45\sqrt\pi}\,r^4\right|\le\frac{w^7}{21\sqrt\pi}\,r^6 .$$

Division by $r^4$ leaves an error of order $r^2$, which proves the short-range limit.

## The Coulomb tail and the bounds on the potential

The Gaussian integral $\int_0^\infty e^{-t^2}dt=\sqrt\pi/2$ gives $\operatorname{erf}x\to1$. From $e^{x^2/3}\ge x^2/3$ we get $0\le x\,e^{-x^2/3}\le3/x$ for $x>0$, so the correction dies out and $F(x)\to1$. Since $r\,v(r)=F(wr)$ and $wr\to\infty$, the long-range limit follows.

Between the two limits $F$ rises steadily:

$$F'(x)=\frac{2}{\sqrt\pi}\,e^{-x^2/3}\left[e^{-2x^2/3}-\left(1-\tfrac{2x^2}{3}\right)\right]>0\qquad(x>0),$$

because $e^s>1+s$ for $s\neq0$. As $F(0)=0$ and $F\to1$, we have $0<F(x)<1$ for $x>0$, that is, $0<v(r)<1/r$ for $r>0$. Both $v$ and the remainder $1/r-v$ are therefore positive at every $r>0$. A positive $v$ does not mean a repulsive force at every distance: the power series of $v$ in $r$ begins with the positive term in $r^4$, so $v$ grows with $r$ close to the origin, where the force $-v'(r)$ is attractive.

## Why the exponent is one third

Replace $1/3$ by a real number $c$ and call the result $v_c$. Then

$$\frac{v_c(r)}{r^2}=\frac{v(r)}{r^2}+\frac{2w}{\sqrt\pi}\,\frac{e^{-w^2r^2/3}-e^{-cw^2r^2}}{r^2}.$$

The first term tends to $0$ by the quartic law. The second is a difference quotient in the variable $r^2$, so

$$\lim_{r\to0^+}\frac{v_c(r)}{r^2}=\frac{2w^3}{\sqrt\pi}\left(c-\tfrac13\right).$$

The quadratic term vanishes exactly when $c=1/3$.

## The statements in Lean

The file defines `erf` by its Gaussian integral, `erfgau w r` as $v(r)$ and `coulombFraction` as $F$. Distances and the parameter are plain real numbers, without units.

The theorem `erfgau_limits` assumes only `0 < w` and states both limits. The filter `𝓝[>] 0` means that $r$ approaches zero through positive values, and `atTop` means $r\to\infty$. The value that Lean assigns to `erfgau w 0`, where the formula divides by zero, plays no part. Positivity of $w$ matters for the tail: at $w=0$ the interaction is identically zero.

The error bound is `erfgau_quartic_error`, the inequalities $0<v<1/r$ are `erfgau_pos_lt_coulomb`, and the result for arbitrary real $c$ is `general_exponent_limit`.

```lean
import Mathlib

open Filter Topology MeasureTheory

namespace ErfgauInteraction

noncomputable section

/-- The error function, defined by its Gaussian integral. -/
def erf (x : ℝ) : ℝ :=
  2 / Real.sqrt Real.pi * ∫ t in (0 : ℝ)..x, Real.exp (-t ^ 2)

/-- The erfgau interaction at distance `r` with range-separation parameter `w`. -/
def erfgau (w r : ℝ) : ℝ :=
  erf (w * r) / r - 2 * w / Real.sqrt Real.pi * Real.exp (-(w ^ 2 * r ^ 2 / 3))

/-- The erfgau interaction relative to the Coulomb interaction, as a function of the
dimensionless distance `x = w r`. -/
def coulombFraction (x : ℝ) : ℝ :=
  erf x - 2 / Real.sqrt Real.pi * (x * Real.exp (-(x ^ 2 / 3)))

/-- A function that starts at zero and has nonnegative slope on the half-line is
nonnegative there. -/
theorem nonneg_of_slope_nonneg {f f' : ℝ → ℝ} (hf : ∀ x, HasDerivAt f (f' x) x)
    (h0 : f 0 = 0) (hp : ∀ x, 0 ≤ x → 0 ≤ f' x) {x : ℝ} (hx : 0 ≤ x) : 0 ≤ f x := by
  have hm : MonotoneOn f (Set.Ici 0) := by
    apply monotoneOn_of_deriv_nonneg (convex_Ici 0)
    · exact fun y _ => (hf y).continuousAt.continuousWithinAt
    · exact fun y _ => (hf y).differentiableAt.differentiableWithinAt
    · intro y hy
      rw [interior_Ici] at hy
      rw [(hf y).deriv]
      exact hp y (Set.mem_Ioi.1 hy).le
  have h := hm (Set.mem_Ici.2 le_rfl) (Set.mem_Ici.2 hx) hx
  rwa [h0] at h

/-- For `u ≥ 0`, `exp (-u)` lies between its third- and second-order Taylor polynomials. -/
theorem exp_neg_bounds {u : ℝ} (hu : 0 ≤ u) :
    1 - u + u ^ 2 / 2 - u ^ 3 / 6 ≤ Real.exp (-u) ∧
      Real.exp (-u) ≤ 1 - u + u ^ 2 / 2 := by
  have e : ∀ y : ℝ, HasDerivAt (fun u : ℝ => Real.exp (-u)) (-Real.exp (-y)) y :=
    fun y => ((hasDerivAt_id' y).fun_neg.exp).congr_deriv (by ring)
  have p : ∀ y : ℝ, HasDerivAt (fun y : ℝ => 1 - y + y ^ 2 / 2) (-1 + y) y := fun y =>
    (((hasDerivAt_const y (1 : ℝ)).fun_sub (hasDerivAt_id' y)).fun_add
      ((hasDerivAt_pow 2 y).div_const 2)).congr_deriv (by push_cast; ring)
  have h2 : ∀ y : ℝ, 0 ≤ y → 0 ≤ 1 - y + y ^ 2 / 2 - Real.exp (-y) := by
    intro y hy
    refine nonneg_of_slope_nonneg (f := fun y => 1 - y + y ^ 2 / 2 - Real.exp (-y))
      (f' := fun y => -1 + y + Real.exp (-y)) (fun z => ?_) (by simp) (fun z _ => ?_) hy
    · exact ((p z).fun_sub (e z)).congr_deriv (by ring)
    · linarith [Real.add_one_le_exp (-z)]
  have h3 : 0 ≤ Real.exp (-u) - (1 - u + u ^ 2 / 2 - u ^ 3 / 6) := by
    refine nonneg_of_slope_nonneg
      (f := fun y => Real.exp (-y) - (1 - y + y ^ 2 / 2 - y ^ 3 / 6))
      (f' := fun y => 1 - y + y ^ 2 / 2 - Real.exp (-y)) (fun z => ?_) (by simp) h2 hu
    exact ((e z).fun_sub ((p z).fun_sub ((hasDerivAt_pow 3 z).div_const 6))).congr_deriv
      (by push_cast; ring)
  exact ⟨by linarith, by linarith [h2 u hu]⟩

/-- For `x ≥ 0`, `erf x` lies between its seventh- and fifth-order Taylor polynomials. -/
theorem erf_bounds {x : ℝ} (hx : 0 ≤ x) :
    2 / Real.sqrt Real.pi * (x - x ^ 3 / 3 + x ^ 5 / 10 - x ^ 7 / 42) ≤ erf x ∧
      erf x ≤ 2 / Real.sqrt Real.pi * (x - x ^ 3 / 3 + x ^ 5 / 10) := by
  have hc : Continuous (fun t : ℝ => Real.exp (-t ^ 2)) := by fun_prop
  have g := fun y : ℝ => (hc.integral_hasStrictDerivAt 0 y).hasDerivAt
  have p : ∀ y : ℝ, HasDerivAt (fun y : ℝ => y - y ^ 3 / 3 + y ^ 5 / 10)
      (1 - y ^ 2 + y ^ 4 / 2) y := fun y =>
    (((hasDerivAt_id' y).fun_sub ((hasDerivAt_pow 3 y).div_const 3)).fun_add
      ((hasDerivAt_pow 5 y).div_const 10)).congr_deriv (by push_cast; ring)
  -- integrate the Taylor bounds of the Gaussian
  have hlo := nonneg_of_slope_nonneg
    (fun y => (g y).fun_sub ((p y).fun_sub ((hasDerivAt_pow 7 y).div_const 42)))
    (by simp) (fun z _ => by
      have := (exp_neg_bounds (sq_nonneg z)).1
      norm_num
      nlinarith) hx
  have hhi := nonneg_of_slope_nonneg (fun y => (p y).fun_sub (g y)) (by simp)
    (fun z _ => by
      have := (exp_neg_bounds (sq_nonneg z)).2
      nlinarith) hx
  have h0 : 0 ≤ 2 / Real.sqrt Real.pi := by positivity
  exact ⟨mul_le_mul_of_nonneg_left (by linarith) h0,
    mul_le_mul_of_nonneg_left (by linarith) h0⟩

/-- At nonzero distance the erfgau interaction is the Coulomb interaction times the
Coulomb fraction at `w r`. -/
theorem erfgau_eq (w : ℝ) {r : ℝ} (hr : r ≠ 0) :
    erfgau w r = coulombFraction (w * r) / r := by
  unfold erfgau coulombFraction
  rw [show (w * r) ^ 2 / 3 = w ^ 2 * r ^ 2 / 3 by ring]
  have h : w * r / r = w := mul_div_cancel_right₀ w hr
  linear_combination
    (2 / Real.sqrt Real.pi * Real.exp (-(w ^ 2 * r ^ 2 / 3))) * h

/-- The Coulomb fraction increases strictly with distance. -/
theorem coulombFraction_strictMonoOn : StrictMonoOn coulombFraction (Set.Ici 0) := by
  have hc : Continuous (fun t : ℝ => Real.exp (-t ^ 2)) := by fun_prop
  have hF : ∀ y : ℝ, HasDerivAt coulombFraction (2 / Real.sqrt Real.pi *
      (Real.exp (-y ^ 2) - Real.exp (-(y ^ 2 / 3)) * (1 - 2 * y ^ 2 / 3))) y := by
    intro y
    have h := (((hc.integral_hasStrictDerivAt 0 y).hasDerivAt).const_mul
      (2 / Real.sqrt Real.pi)).fun_sub (((hasDerivAt_id' y).fun_mul
        (((hasDerivAt_pow 2 y).div_const 3).fun_neg.exp)).const_mul (2 / Real.sqrt Real.pi))
    exact h.congr_deriv (by push_cast; ring)
  apply strictMonoOn_of_deriv_pos (convex_Ici 0)
  · exact fun y _ => (hF y).continuousAt.continuousWithinAt
  · intro y hy
    rw [interior_Ici] at hy
    have hy' : 0 < y := hy
    have hne : -(2 * y ^ 2 / 3) ≠ 0 := neg_ne_zero.2 (by positivity)
    -- the slope is positive because exp s > 1 + s for s ≠ 0
    have hb : 0 < Real.exp (-(2 * y ^ 2 / 3)) - (1 - 2 * y ^ 2 / 3) := by
      linarith [Real.add_one_lt_exp hne]
    have hs : Real.exp (-y ^ 2) =
        Real.exp (-(y ^ 2 / 3)) * Real.exp (-(2 * y ^ 2 / 3)) := by
      rw [← Real.exp_add]
      congr 1
      ring
    rw [(hF y).deriv, hs, ← mul_sub]
    exact mul_pos (by positivity) (mul_pos (Real.exp_pos _) hb)

/-- The Coulomb fraction tends to one at large distance. -/
theorem coulombFraction_tendsto_one : Tendsto coulombFraction atTop (𝓝 1) := by
  have hi : Integrable (fun t : ℝ => Real.exp (-t ^ 2)) := by
    simpa using integrable_exp_neg_mul_sq (b := 1) one_pos
  have hv : ∫ t in Set.Ioi (0 : ℝ), Real.exp (-t ^ 2) = Real.sqrt Real.pi / 2 := by
    simpa using integral_gaussian_Ioi 1
  have h := (intervalIntegral_tendsto_integral_Ioi 0 hi.integrableOn tendsto_id).const_mul
    (2 / Real.sqrt Real.pi)
  rw [hv] at h
  -- the Gaussian correction is at most 3 / x
  have h2 : Tendsto (fun x : ℝ => x * Real.exp (-(x ^ 2 / 3))) atTop (𝓝 0) := by
    refine squeeze_zero' (g := fun x : ℝ => 3 / x) ?_ ?_
      (tendsto_const_nhds.div_atTop tendsto_id)
    · filter_upwards [eventually_gt_atTop 0] with x hx
      positivity
    · filter_upwards [eventually_gt_atTop 0] with x hx
      have k := mul_le_mul_of_nonneg_left (Real.add_one_le_exp (x ^ 2 / 3))
        (Real.exp_pos (-(x ^ 2 / 3))).le
      rw [← Real.exp_add, neg_add_cancel, Real.exp_zero] at k
      rw [le_div_iff₀ hx]
      nlinarith [Real.exp_pos (-(x ^ 2 / 3))]
  have h3 : Tendsto coulombFraction atTop (𝓝 (2 / Real.sqrt Real.pi *
      (Real.sqrt Real.pi / 2) - 2 / Real.sqrt Real.pi * 0)) := h.sub (h2.const_mul _)
  have hp : Real.sqrt Real.pi ≠ 0 := by positivity
  have e : 2 / Real.sqrt Real.pi * (Real.sqrt Real.pi / 2)
      - 2 / Real.sqrt Real.pi * 0 = 1 := by
    rw [mul_zero, sub_zero]
    field_simp
  rwa [e] at h3

/-- For `w > 0`, the erfgau interaction is positive and less than `1 / r` at every positive
distance. -/
theorem erfgau_pos_lt_coulomb {w r : ℝ} (hw : 0 < w) (hr : 0 < r) :
    0 < erfgau w r ∧ erfgau w r < 1 / r := by
  have hx : 0 < w * r := mul_pos hw hr
  have h0 : coulombFraction 0 = 0 := by simp [coulombFraction, erf]
  have hpos := coulombFraction_strictMonoOn (Set.mem_Ici.2 le_rfl) (Set.mem_Ici.2 hx.le) hx
  rw [h0] at hpos
  have hlt := coulombFraction_strictMonoOn (Set.mem_Ici.2 hx.le)
    (Set.mem_Ici.2 (by linarith : (0 : ℝ) ≤ w * r + 1)) (lt_add_one (w * r))
  have hle : coulombFraction (w * r + 1) ≤ 1 := by
    refine ge_of_tendsto coulombFraction_tendsto_one ?_
    filter_upwards [eventually_ge_atTop (w * r + 1)] with y hy
    exact coulombFraction_strictMonoOn.monotoneOn (Set.mem_Ici.2 (by linarith))
      (Set.mem_Ici.2 (by linarith)) hy
  rw [erfgau_eq w hr.ne']
  exact ⟨div_pos hpos hr, div_lt_div_of_pos_right (lt_of_lt_of_le hlt hle) hr⟩

/-- For `w, r > 0`, the erfgau interaction differs from its leading quartic term by at most `w ^ 7 r
^ 6 / (21 √π)`. -/
theorem erfgau_quartic_error {w r : ℝ} (hw : 0 < w) (hr : 0 < r) :
    |erfgau w r - 4 * w ^ 5 / (45 * Real.sqrt Real.pi) * r ^ 4| ≤
      w ^ 7 / (21 * Real.sqrt Real.pi) * r ^ 6 := by
  have key : ∀ x : ℝ, 0 ≤ x →
      |coulombFraction x - 2 / Real.sqrt Real.pi * (2 / 45 * x ^ 5)| ≤
        2 / Real.sqrt Real.pi * (x ^ 7 / 42) := by
    intro x hx
    obtain ⟨lo, hi⟩ := erf_bounds hx
    obtain ⟨t1, t2⟩ := exp_neg_bounds (by positivity : 0 ≤ x ^ 2 / 3)
    have hc : 0 ≤ 2 / Real.sqrt Real.pi := by positivity
    unfold coulombFraction
    generalize 2 / Real.sqrt Real.pi = c at lo hi hc ⊢
    have m1 := mul_le_mul_of_nonneg_left t1 (mul_nonneg hc hx)
    have m2 := mul_le_mul_of_nonneg_left t2 (mul_nonneg hc hx)
    have m3 : 0 ≤ c * x ^ 7 := by positivity
    rw [abs_le]
    constructor <;> nlinarith
  have e : coulombFraction (w * r) / r - 4 * w ^ 5 / (45 * Real.sqrt Real.pi) * r ^ 4 =
      (coulombFraction (w * r) - 2 / Real.sqrt Real.pi * (2 / 45 * (w * r) ^ 5)) / r := by
    rw [eq_div_iff hr.ne', sub_mul, div_mul_cancel₀ _ hr.ne']
    ring
  rw [erfgau_eq w hr.ne', e, abs_div, abs_of_pos hr, div_le_iff₀ hr]
  exact (key (w * r) (mul_pos hw hr).le).trans_eq (by ring)

/-- The erfgau interaction vanishes as `4 w ^ 5 r ^ 4 / (45 √π)` at short range and
approaches the Coulomb interaction `1 / r` at long range. -/
theorem erfgau_limits {w : ℝ} (hw : 0 < w) :
    Tendsto (fun r => erfgau w r / r ^ 4) (𝓝[>] 0)
        (𝓝 (4 * w ^ 5 / (45 * Real.sqrt Real.pi))) ∧
      Tendsto (fun r => r * erfgau w r) atTop (𝓝 1) := by
  constructor
  · rw [← tendsto_sub_nhds_zero_iff]
    have hK : Continuous (fun r : ℝ => w ^ 7 / (21 * Real.sqrt Real.pi) * r ^ 2) := by
      fun_prop
    refine squeeze_zero_norm' ?_ ((hK.tendsto' 0 0 (by simp)).mono_left nhdsWithin_le_nhds)
    filter_upwards [self_mem_nhdsWithin] with r hr
    have hr' : 0 < r := hr
    have h4 : 0 < r ^ 4 := by positivity
    -- divide the quartic error bound by r ^ 4
    have e : erfgau w r / r ^ 4 - 4 * w ^ 5 / (45 * Real.sqrt Real.pi) =
        (erfgau w r - 4 * w ^ 5 / (45 * Real.sqrt Real.pi) * r ^ 4) / r ^ 4 := by
      rw [sub_div, mul_div_cancel_right₀ _ h4.ne']
    rw [e, Real.norm_eq_abs, abs_div, abs_of_pos h4, div_le_iff₀ h4]
    exact (erfgau_quartic_error hw hr').trans_eq (by ring)
  · refine (coulombFraction_tendsto_one.comp (tendsto_id.const_mul_atTop hw)).congr' ?_
    filter_upwards [eventually_gt_atTop 0] with r hr
    change coulombFraction (w * r) = r * erfgau w r
    rw [erfgau_eq w hr.ne', mul_comm r, div_mul_cancel₀ _ hr.ne']

/-- With a general Gaussian exponent `c` in place of `1/3`, the interaction divided by
`r ^ 2` tends to `(2 w ^ 3 / √π) (c - 1/3)` at short range. -/
theorem general_exponent_limit {w : ℝ} (hw : 0 < w) (c : ℝ) :
    Tendsto (fun r => (erf (w * r) / r -
        2 * w / Real.sqrt Real.pi * Real.exp (-(c * w ^ 2 * r ^ 2))) / r ^ 2) (𝓝[>] 0)
      (𝓝 (2 * w ^ 3 / Real.sqrt Real.pi * (c - 1 / 3))) := by
  have hd : HasDerivAt
      (fun t : ℝ => Real.exp (-(w ^ 2 / 3) * t) - Real.exp (-(c * w ^ 2) * t))
      (w ^ 2 * (c - 1 / 3)) 0 :=
    ((((hasDerivAt_id' (0 : ℝ)).const_mul (-(w ^ 2 / 3))).exp).fun_sub
      (((hasDerivAt_id' (0 : ℝ)).const_mul (-(c * w ^ 2))).exp)).congr_deriv
      (by simp only [mul_zero, Real.exp_zero]; ring)
  have hq : Tendsto (fun r : ℝ => r ^ 2) (𝓝[>] 0) (𝓝 0) :=
    ((continuous_pow 2).tendsto' 0 0 (by simp)).mono_left nhdsWithin_le_nhds
  have hq' : Tendsto (fun r : ℝ => r ^ 2) (𝓝[>] 0) (𝓝[≠] 0) := by
    refine tendsto_nhdsWithin_iff.2 ⟨hq, ?_⟩
    filter_upwards [self_mem_nhdsWithin] with r hr
    exact pow_ne_zero 2 (ne_of_gt hr)
  -- erfgau contributes nothing at order r ^ 2; the two Gaussians differ at that order
  have h := ((erfgau_limits hw).1.mul hq).add
    ((hd.tendsto_slope_zero.comp hq').const_mul (2 * w / Real.sqrt Real.pi))
  have e : 4 * w ^ 5 / (45 * Real.sqrt Real.pi) * 0 +
      2 * w / Real.sqrt Real.pi * (w ^ 2 * (c - 1 / 3)) =
      2 * w ^ 3 / Real.sqrt Real.pi * (c - 1 / 3) := by ring
  rw [e] at h
  refine h.congr' ?_
  filter_upwards [self_mem_nhdsWithin] with r hr
  have hr' : r ≠ 0 := ne_of_gt hr
  have h4 : r ^ 2 / r ^ 4 = (r ^ 2)⁻¹ := by field_simp
  simp only [Function.comp_apply, smul_eq_mul, zero_add, mul_zero, Real.exp_zero,
    sub_self, sub_zero]
  rw [show -(w ^ 2 / 3) * r ^ 2 = -(w ^ 2 * r ^ 2 / 3) by ring,
    show -(c * w ^ 2) * r ^ 2 = -(c * w ^ 2 * r ^ 2) by ring]
  unfold erfgau
  linear_combination (erf (w * r) / r -
    2 * w / Real.sqrt Real.pi * Real.exp (-(w ^ 2 * r ^ 2 / 3))) * h4

end

end ErfgauInteraction
```

```lean
#print axioms ErfgauInteraction.erfgau_pos_lt_coulomb
-- 'ErfgauInteraction.erfgau_pos_lt_coulomb' depends on axioms: [propext, Classical.choice, Quot.sound]
#print axioms ErfgauInteraction.erfgau_limits
-- 'ErfgauInteraction.erfgau_limits' depends on axioms: [propext, Classical.choice, Quot.sound]
#print axioms ErfgauInteraction.general_exponent_limit
-- 'ErfgauInteraction.general_exponent_limit' depends on axioms: [propext, Classical.choice, Quot.sound]
```

## How the proof follows the derivation

**Taylor bounds.** `nonneg_of_slope_nonneg` is the principle that a function starting at zero with nonnegative slope stays nonnegative. `exp_neg_bounds` applies it twice, and the first inequality supplies the slope condition for the second. `erf_bounds` applies it to the differences between the Gaussian integral and its Taylor polynomials. The fundamental theorem of calculus supplies the slopes, so the inequalities are compared through derivatives where the hand derivation integrates them.

**Quartic error.** `erfgau_eq` is the identity $v(r)=F(wr)/r$. Inside `erfgau_quartic_error`, the step `key` is the bound on $F$. It replaces $2/\sqrt\pi$ by a nonnegative constant, multiplies the exponential bounds by that constant and $x$, and leaves the comparison of coefficients to `nlinarith`. The remaining lines put $x=wr$ and divide by $r$.

**Monotonicity and tail.** `coulombFraction_strictMonoOn` computes $F'$, factors out $e^{-x^2/3}$ and uses the strict inequality `Real.add_one_lt_exp`. `coulombFraction_tendsto_one` combines Mathlib's half-line Gaussian integral with the $3/x$ bound. To get $F(wr)<1$ strictly, `erfgau_pos_lt_coulomb` compares $F(wr)$ with $F(wr+1)$, which is at most the limiting value $1$.

**Limits.** The first half of `erfgau_limits` divides the quartic error bound by $r^4$ and squeezes. The second half composes the limit of $F$ with $r\mapsto wr$.

**General exponent.** `general_exponent_limit` differentiates the difference of the two exponentials at $t=0$, turns the derivative into a limit of difference quotients, and substitutes $t=r^2$. The erfgau part is written as $(v/r^4)\,r^2$, which tends to zero by the limit already proved.
